# Every finite complex matrix has a closest matrix of rank at most r, but the W state has no closest sum of two product terms

Does a bipartite pure state have a closest approximation of limited Schmidt rank? The question is posed here for the state's coefficient matrix $M$, defined by $|\psi\rangle=\sum_{ij}M_{ij}\,|i\rangle|j\rangle$ in fixed orthonormal bases of two finite-dimensional spaces, with no normalisation imposed. The answer is yes for every $M$ and every bound $r$. For three qubits, the W state shows that the corresponding statement for sums of two product terms fails.

## States, distances and product terms

```lean
import Mathlib

open Matrix

namespace BestTruncation

noncomputable section

variable {m n : Type*} [Fintype m] [Fintype n]
```

The letters `m` and `n` are finite sets of basis labels, not numbers. A `Matrix m n ℂ` has one complex entry for each pair of labels.

```lean
/-- The Frobenius distance between two bipartite coefficient matrices. -/
def frobDist (A B : Matrix m n ℂ) : ℝ :=
  √(∑ i, ∑ j, ‖A i j - B i j‖ ^ 2)
```

This is $d(A,B)=\sqrt{\sum_{ij}|A_{ij}-B_{ij}|^2}$, the Hilbert-space distance between the two state vectors. It depends on their phases: $\psi$ and $-\psi$ describe the same physical state, yet lie a distance $2\|\psi\|$ apart.

```lean
/-- The coefficients of a three-qubit state, not necessarily normalised. -/
abbrev ThreeQubit := Fin 2 → Fin 2 → Fin 2 → ℂ
```

`Fin 2` is the set $\{0,1\}$, so a three-qubit state is a table of eight amplitudes $T_{ijk}$.

```lean
/-- The Hilbert-space distance between two three-qubit states. -/
def dist3 (S T : ThreeQubit) : ℝ :=
  √(∑ i, ∑ j, ∑ k, ‖S i j k - T i j k‖ ^ 2)
```

The same distance for three indices is written $d_3(S,T)$ below.

```lean
/-- The three-qubit state `T` is a sum of `r` product terms. -/
def IsProductSum (r : ℕ) (T : ThreeQubit) : Prop :=
  ∃ a b c : Fin r → Fin 2 → ℂ, ∀ i j k, T i j k = ∑ s, a s i * b s j * c s k
```

The condition reads $T_{ijk}=\sum_{s}a_s(i)\,b_s(j)\,c_s(k)$, with $s$ running from $0$ to $r-1$. Terms may vanish, so it means "at most $r$ product terms".

```lean
/-- The unnormalised W state: amplitude one when exactly one qubit is excited, else zero. -/
def wState : ThreeQubit := fun i j k => if (i : ℕ) + j + k = 1 then 1 else 0
```

This is $W=|001\rangle+|010\rangle+|100\rangle$. The normalised state is $W/\sqrt3$, with amplitudes $1/\sqrt3$.

## Schmidt rank as matrix rank

```lean
omit [Fintype m] in
/-- A coefficient matrix has rank at most `r` exactly when the bipartite state is a sum of
`r` product terms. -/
theorem rank_le_iff_productSum (M : Matrix m n ℂ) (r : ℕ) :
    M.rank ≤ r ↔ ∃ (a : Fin r → m → ℂ) (b : Fin r → n → ℂ),
      ∀ i j, M i j = ∑ s, a s i * b s j := by
  classical
  constructor
  · intro h
    have h' : Module.finrank ℂ (LinearMap.range M.mulVecLin) ≤ r := h
    clear h
    obtain ⟨d, rfl⟩ := Nat.exists_eq_add_of_le h'
    -- expand every column in a basis of the column space, and pad with zeros
    let w := Module.finBasis ℂ (LinearMap.range M.mulVecLin)
    have hex : ∀ j, ∃ v : LinearMap.range M.mulVecLin, ∀ i, (v : m → ℂ) i = M i j :=
      fun j => ⟨⟨M *ᵥ Pi.single j 1, _, rfl⟩, fun i => by simp⟩
    choose v hv using hex
    refine ⟨Fin.append (fun s => (w s : m → ℂ)) (fun _ => 0),
      Fin.append (fun s j => w.repr (v j) s) (fun _ => 0), fun i j => ?_⟩
    have h1 := congrArg (fun u : LinearMap.range M.mulVecLin => (u : m → ℂ) i)
      (w.sum_repr (v j))
    simp only [Submodule.coe_sum, Submodule.coe_smul, Finset.sum_apply, Pi.smul_apply,
      smul_eq_mul] at h1
    rw [Fin.sum_univ_add]
    simp only [Fin.append_left, Fin.append_right, Pi.zero_apply, mul_zero,
      Finset.sum_const_zero, add_zero]
    rw [← hv j i]
    exact h1.symm.trans (Finset.sum_congr rfl fun s _ => mul_comm _ _)
  · rintro ⟨a, b, h⟩
    have hM : M = Matrix.of (fun i s => a s i) * Matrix.of (fun s j => b s j) := by
      ext i j
      simp [Matrix.mul_apply, h]
    rw [hM]
    exact (Matrix.rank_mul_le_left _ _).trans
      ((Matrix.rank_le_card_width _).trans (by simp))
```

The rank of $M$ is at most $r$ exactly when $M_{ij}=\sum_s a_s(i)\,b_s(j)$ with $r$ terms. The matrix rank is therefore the least number of product terms that sum to the state, which is its Schmidt rank.

Suppose the rank is at most $r$. Choose a basis $w_s$ of the column space and expand column $j$ as $\sum_s\beta_s(j)\,w_s$. Then $M_{ij}=\sum_s w_s(i)\,\beta_s(j)$, and zero terms bring the number up to $r$. In Lean, `w.repr` supplies the coefficients $\beta_s(j)$ and `Fin.append` adds the zeros.

Conversely, a sum of $r$ terms is a matrix product whose left factor has $r$ columns, so its rank is at most $r$. This is `hM` followed by the rank bound for products.

```lean
omit [Fintype m] in
/-- The rank exceeds `r` exactly when some `r + 1` vectors of the second party are mapped by
the coefficient matrix to linearly independent vectors of the first. -/
theorem lt_rank_iff (M : Matrix m n ℂ) (r : ℕ) :
    r < M.rank ↔ ∃ x : Fin (r + 1) → n → ℂ, LinearIndependent ℂ (fun i => M *ᵥ x i) := by
  constructor
  · intro h
    have h' : r + 1 ≤ Module.finrank ℂ (LinearMap.range M.mulVecLin) := h
    let b := Module.finBasis ℂ (LinearMap.range M.mulVecLin)
    choose x hx using fun i => LinearMap.mem_range.1 (b i).2
    have li : LinearIndependent ℂ (fun i => (b i : m → ℂ)) :=
      b.linearIndependent.map' (Submodule.subtype _) (Submodule.ker_subtype _)
    refine ⟨fun i => x (Fin.castLE h' i), ?_⟩
    have e : (fun i => M *ᵥ x (Fin.castLE h' i)) =
        (fun i => (b i : m → ℂ)) ∘ Fin.castLE h' := funext fun i => hx _
    rw [e]
    exact li.comp _ (Fin.castLE_injective h')
  · rintro ⟨x, hx⟩
    have h1 := finrank_span_eq_card hx
    have h2 : Submodule.span ℂ (Set.range fun i => M *ᵥ x i) ≤
        LinearMap.range M.mulVecLin :=
      Submodule.span_le.2 (by rintro _ ⟨i, rfl⟩; exact ⟨x i, rfl⟩)
    have h3 := Submodule.finrank_mono h2
    rw [h1, Fintype.card_fin] at h3
    exact h3
```

Here `M *ᵥ x` is the vector with components $\sum_j M_{ij}x_j$. The rank exceeds $r$ exactly when some $r+1$ vectors $x_0,\dots,x_r$ have linearly independent images $Mx_0,\dots,Mx_r$.

If the column space has dimension at least $r+1$, take $r+1$ of its basis vectors; each is of the form $Mx_i$. In the other direction, $r+1$ independent vectors inside the column space force its dimension to be at least $r+1$. The Lean proof picks the basis vectors with `Fin.castLE` and compares dimensions with `Submodule.finrank_mono`.

## Limits of low-rank states and the closest one

```lean
/-- The coefficient matrices of rank at most `r` form a closed set. -/
theorem isClosed_rank_le (r : ℕ) : IsClosed {M : Matrix m n ℂ | M.rank ≤ r} := by
  have e : {M : Matrix m n ℂ | M.rank ≤ r}ᶜ = ⋃ x : Fin (r + 1) → n → ℂ,
      (fun M : Matrix m n ℂ => fun i => M *ᵥ x i) ⁻¹'
        {f : Fin (r + 1) → m → ℂ | LinearIndependent ℂ f} := by
    ext M
    simp only [Set.mem_compl_iff, Set.mem_ofPred_eq, not_le, Set.mem_iUnion, Set.mem_preimage]
    exact lt_rank_iff M r
  rw [← isOpen_compl_iff, e]
  -- linear independence survives small perturbations
  have ho : IsOpen {f : Fin (r + 1) → m → ℂ | LinearIndependent ℂ f} :=
    isOpen_setOfPred_linearIndependent
  refine isOpen_iUnion fun x => ?_
  have hc : Continuous (fun M : Matrix m n ℂ => fun i => M *ᵥ x i) := by
    refine continuous_pi fun i => continuous_pi fun k => ?_
    change Continuous fun M : Matrix m n ℂ => ∑ j, M k j * x i j
    exact continuous_finsetSum _ fun j _ =>
      (continuous_id.matrix_elem k j).mul continuous_const
  exact ho.preimage hc
```

A limit of matrices of rank at most $r$ again has rank at most $r$. Equivalently, the set where the rank exceeds $r$ is open.

By the previous theorem, that set is the union, over all choices of $x_0,\dots,x_r$, of the sets
$$\{M : Mx_0,\dots,Mx_r\ \text{linearly independent}\}.$$
Vectors $f_0,\dots,f_r$ are independent exactly when their Gram determinant $\det\langle f_i,f_j\rangle$ is nonzero. The determinant is continuous, so independence survives small changes. Each $Mx_i$ depends continuously on $M$, hence every set in the union is open, and so is the union.

In the code, `e` is the description as a union, `ho` takes the openness of linear independence from Mathlib, and `hc` is the continuity in $M$.

```lean
/-- Every bipartite coefficient matrix `M` has a best truncation: some matrix of rank at most
`r` is at least as close to `M` in Frobenius distance as any other such matrix. -/
theorem exists_best_truncation (M : Matrix m n ℂ) (r : ℕ) :
    ∃ B : Matrix m n ℂ, B.rank ≤ r ∧
      ∀ C : Matrix m n ℂ, C.rank ≤ r → frobDist M B ≤ frobDist M C := by
  have hcont : Continuous (fun B : Matrix m n ℂ => frobDist M B) :=
    Real.continuous_sqrt.comp (continuous_finsetSum _ fun i _ =>
      continuous_finsetSum _ fun j _ =>
        (continuous_const.sub (continuous_id.matrix_elem i j)).norm.pow 2)
  have entry : ∀ (B : Matrix m n ℂ) i j, ‖M i j - B i j‖ ≤ frobDist M B := fun B i j =>
    (le_abs_self _).trans (Real.abs_le_sqrt
      ((Finset.single_le_sum (f := fun j => ‖M i j - B i j‖ ^ 2)
        (fun _ _ => by positivity) (Finset.mem_univ j)).trans
      (Finset.single_le_sum (f := fun i => ∑ j, ‖M i j - B i j‖ ^ 2)
        (fun _ _ => by positivity) (Finset.mem_univ i))))
  -- competitors no worse than the zero matrix lie in a compact box
  have hK : IsCompact {B : Matrix m n ℂ | ∀ i, i ∈ Set.univ → ∀ j, j ∈ Set.univ →
      B i j ∈ Metric.closedBall (M i j) (frobDist M 0)} := by
    have h := isCompact_univ_pi (fun i : m => isCompact_univ_pi (fun j : n =>
      isCompact_closedBall (M i j) (frobDist M 0)))
    exact h
  have mem : ∀ C : Matrix m n ℂ, frobDist M C ≤ frobDist M 0 →
      ∀ i, i ∈ Set.univ → ∀ j, j ∈ Set.univ →
        C i j ∈ Metric.closedBall (M i j) (frobDist M 0) := by
    intro C hC i _ j _
    rw [Metric.mem_closedBall, dist_comm, dist_eq_norm]
    exact (entry C i j).trans hC
  have h0 : (0 : Matrix m n ℂ).rank ≤ r := by simp
  obtain ⟨B, hB, hmin⟩ := (hK.inter_right (isClosed_rank_le r)).exists_isMinOn
    ⟨0, mem 0 le_rfl, h0⟩ hcont.continuousOn
  refine ⟨B, hB.2, fun C hC => ?_⟩
  rcases le_total (frobDist M C) (frobDist M 0) with h | h
  · exact hmin ⟨mem C h, hC⟩
  · exact le_trans (hmin ⟨mem 0 le_rfl, h0⟩) h
```

For every $M$ and $r$ there is a matrix $B$ of rank at most $r$ with $d(M,B)\le d(M,C)$ for every $C$ of rank at most $r$.

The zero matrix is always a candidate, at distance $R=d(M,0)$. If $d(M,C)\le R$, then each entry obeys
$$|M_{ij}-C_{ij}|\le d(M,C)\le R,$$
because a single term of a sum of squares is no larger than the whole. Such a $C$ lies in the box formed by closed discs of radius $R$ around the entries of $M$. The box is compact, and its intersection with the closed set of rank at most $r$ is compact and contains $0$. The continuous function $d(M,\cdot)$ therefore attains a minimum there, at some $B$. A candidate outside the box has $d(M,C)>R\ge d(M,B)$, so it cannot do better.

The names follow this order: `entry` is the bound on entries, `hK` the compact box, and `mem` places the competitors in it. The final `rcases` separates candidates that are at least as close to $M$ as the zero matrix from those that are no closer than it.

The theorem gives existence. It does not identify $B$ with the matrix that keeps the $r$ largest singular values, and it says nothing about uniqueness. To return to physical states one must also normalise: $B$ need not have unit norm, and for $M\ne0$ and $r\ge1$ it is nonzero and can be rescaled. For a matrix-product state with finitely many sites of finite local dimension, the result says that a best truncation across one chosen bond exists; it does not bound the error made.

## The W state and two product terms

```lean
/-- The W state is not a sum of two product terms. -/
theorem wState_not_productSum : ¬ IsProductSum 2 wState := by
  rintro ⟨a, b, c, h⟩
  have hs : ∀ i j k, a 0 i * b 0 j * c 0 k + a 1 i * b 1 j * c 1 k = wState i j k :=
    fun i j k => by rw [h, Fin.sum_univ_two]
  have e000 := (hs 0 0 0).trans (show wState 0 0 0 = 0 by simp [wState])
  have e001 := (hs 0 0 1).trans (show wState 0 0 1 = 1 by simp [wState])
  have e010 := (hs 0 1 0).trans (show wState 0 1 0 = 1 by simp [wState])
  have e011 := (hs 0 1 1).trans (show wState 0 1 1 = 0 by simp [wState])
  have e100 := (hs 1 0 0).trans (show wState 1 0 0 = 1 by simp [wState])
  have e101 := (hs 1 0 1).trans (show wState 1 0 1 = 0 by simp [wState])
  have e110 := (hs 1 1 0).trans (show wState 1 1 0 = 0 by simp [wState])
  have e111 := (hs 1 1 1).trans (show wState 1 1 1 = 0 by simp [wState])
  -- determinants of the two slices, and their polarisation
  let D := (b 0 0 * b 1 1 - b 0 1 * b 1 0) * (c 0 0 * c 1 1 - c 0 1 * c 1 0)
  have h1 : a 0 0 * a 1 0 * D = -1 := by
    linear_combination (a 0 0 * b 0 1 * c 0 1 + a 1 0 * b 1 1 * c 1 1) * e000
      - (a 0 0 * b 0 1 * c 0 0 + a 1 0 * b 1 1 * c 1 0) * e001 - e010
  have h2 : a 0 1 * a 1 1 * D = 0 := by
    linear_combination (a 0 1 * b 0 0 * c 0 0 + a 1 1 * b 1 0 * c 1 0) * e111
      - (a 0 1 * b 0 1 * c 0 0 + a 1 1 * b 1 1 * c 1 0) * e101
  have h3 : (a 0 0 * a 1 1 + a 0 1 * a 1 0) * D = 0 := by
    linear_combination (a 0 0 * b 0 0 * c 0 0 + a 1 0 * b 1 0 * c 1 0) * e111
      + (a 0 1 * b 0 0 * c 0 0 + a 1 1 * b 1 0 * c 1 0) * e011
      - (a 0 0 * b 0 0 * c 0 1 + a 1 0 * b 1 0 * c 1 1) * e110
      - (a 0 0 * b 0 1 * c 0 0 + a 1 0 * b 1 1 * c 1 0) * e101
  have hu : a 0 1 ^ 2 = 0 := by
    linear_combination a 0 1 ^ 2 * h1 - a 0 0 * a 0 1 * h3 + a 0 0 ^ 2 * h2
  have hv : a 1 1 ^ 2 = 0 := by
    linear_combination a 1 1 ^ 2 * h1 - a 1 0 * a 1 1 * h3 + a 1 0 ^ 2 * h2
  rw [pow_eq_zero_iff two_ne_zero] at hu hv
  simp [hu, hv] at e100
```

Suppose $W_{ijk}=a_0(i)b_0(j)c_0(k)+a_1(i)b_1(j)c_1(k)$. Fixing the first qubit gives two slices, which are $2\times2$ matrices in $j,k$:
$$W_0=\begin{pmatrix}0&1\\1&0\end{pmatrix},\qquad W_1=\begin{pmatrix}1&0\\0&0\end{pmatrix}.$$
For any numbers $x,y$, direct calculation gives $\det(xW_0+yW_1)=-x^2$. The supposed decomposition gives instead
$$\bigl(x\,a_0(0)+y\,a_0(1)\bigr)\bigl(x\,a_1(0)+y\,a_1(1)\bigr)D,$$
where $D$ is the product of the determinants of the tables $b_s(j)$ and $c_s(k)$. Comparing coefficients of $x^2$, $y^2$ and $xy$ yields
$$a_0(0)a_1(0)D=-1,\qquad a_0(1)a_1(1)D=0,$$
$$\bigl(a_0(0)a_1(1)+a_0(1)a_1(0)\bigr)D=0.$$
These are `h1`, `h2` and `h3`. Multiply them by $a_0(1)^2$, $a_0(0)^2$ and $-a_0(0)a_0(1)$ respectively, and add. The left sides cancel, leaving $0=-a_0(1)^2$. Exchanging the two terms gives $a_1(1)=0$ as well. Then $W_{100}=0$, although it equals $1$.

The equations `e000` to `e111` are the eight amplitude conditions. Each `linear_combination` names multiples of known equations, and Lean checks that they add up to the desired one.

```lean
/-- Sums of two product terms come arbitrarily close to the W state. -/
theorem exists_productSum_near_wState {δ : ℝ} (hδ : 0 < δ) :
    ∃ T, IsProductSum 2 T ∧ dist3 wState T < δ := by
  obtain ⟨ε, hε, hε1, hεδ⟩ : ∃ ε : ℝ, 0 < ε ∧ ε < 1 ∧ 2 * ε < δ :=
    ⟨min (1 / 2) (δ / 4), by positivity,
      lt_of_le_of_lt (min_le_left _ _) (by norm_num),
      by linarith [min_le_right (1 / 2) (δ / 4)]⟩
  have hc : (ε : ℂ) ≠ 0 := by exact_mod_cast hε.ne'
  -- the difference quotient of the product state `(e₀ + ε e₁)⊗³`
  obtain ⟨T, hT, hd⟩ : ∃ T, IsProductSum 2 T ∧ ∀ i j k : Fin 2, wState i j k - T i j k =
      if 2 ≤ (i : ℕ) + j + k then -(ε : ℂ) ^ ((i : ℕ) + j + k - 1) else 0 := by
    refine ⟨_, ⟨![![(ε : ℂ)⁻¹, 1], ![-(ε : ℂ)⁻¹, 0]], ![![1, (ε : ℂ)], ![1, 0]],
      ![![1, (ε : ℂ)], ![1, 0]], fun _ _ _ => rfl⟩, fun i j k => ?_⟩
    fin_cases i <;> fin_cases j <;> fin_cases k <;>
      simp [wState, Fin.sum_univ_two, hc]
    ring
  have hsum : ∑ i, ∑ j, ∑ k, ‖wState i j k - T i j k‖ ^ 2 = 3 * ε ^ 2 + ε ^ 4 := by
    simp only [hd]
    simp [Fin.sum_univ_two, abs_of_pos hε]
    ring
  refine ⟨T, hT, ?_⟩
  rw [dist3, hsum, Real.sqrt_lt' hδ]
  have h2 : ε ^ 2 ≤ 1 := pow_le_one₀ hε.le hε1.le
  nlinarith [mul_nonneg (sq_nonneg ε) (sub_nonneg.2 h2)]
```

For every $\delta>0$ there is a sum $T$ of two product terms with $d_3(W,T)<\delta$. With $e_0,e_1$ the qubit basis vectors and $0<\varepsilon<1$, take
$$T=\frac{(e_0+\varepsilon e_1)^{\otimes3}-e_0^{\otimes3}}{\varepsilon}.$$
The amplitude of $T$ is $0$ with no excited qubit, and $1$, $\varepsilon$ or $\varepsilon^2$ with one, two or three. Three amplitudes therefore differ from those of $W$ by $\varepsilon$ and one by $\varepsilon^2$, so
$$d_3(W,T)^2=3\varepsilon^2+\varepsilon^4\le4\varepsilon^2.$$
Choosing $2\varepsilon<\delta$ finishes the argument. For the normalised W state and $T/\sqrt3$, the squared distance is $\varepsilon^2+\varepsilon^4/3$.

The lists in `![...]` are the factors of the two terms, `fin_cases` splits the comparison with $W$ into the eight amplitudes, and `hsum` is the squared distance. The two terms carry the factors $\pm1/\varepsilon$. As $\varepsilon\to0$, both terms grow without bound and nearly cancel each other.

```lean
/-- The W state has no best approximation by sums of two product terms. -/
theorem wState_no_best_approximation :
    ¬ ∃ B, IsProductSum 2 B ∧ ∀ C, IsProductSum 2 C → dist3 wState B ≤ dist3 wState C := by
  rintro ⟨B, hB, hmin⟩
  have hne : ¬ ∀ i j k, wState i j k = B i j k := fun h => by
    obtain ⟨a, b, c, habc⟩ := hB
    exact wState_not_productSum ⟨a, b, c, fun i j k => (h i j k).trans (habc i j k)⟩
  simp only [not_forall] at hne
  obtain ⟨i, j, k, hijk⟩ := hne
  -- a differing amplitude bounds the distance from below
  have hle : ‖wState i j k - B i j k‖ ≤ dist3 wState B :=
    (le_abs_self _).trans (Real.abs_le_sqrt
      (((Finset.single_le_sum (f := fun k => ‖wState i j k - B i j k‖ ^ 2)
        (fun _ _ => by positivity) (Finset.mem_univ k)).trans
      (Finset.single_le_sum (f := fun j => ∑ k, ‖wState i j k - B i j k‖ ^ 2)
        (fun _ _ => by positivity) (Finset.mem_univ j))).trans
      (Finset.single_le_sum (f := fun i => ∑ j, ∑ k, ‖wState i j k - B i j k‖ ^ 2)
        (fun _ _ => by positivity) (Finset.mem_univ i))))
  obtain ⟨C, hC, hlt⟩ := exists_productSum_near_wState (norm_pos_iff.2 (sub_ne_zero.2 hijk))
  linarith [hmin C hC]

end

end BestTruncation
```

Suppose $B$ were a best approximation by two product terms. Since $W$ is not such a sum, some amplitude differs, and $\delta=|W_{ijk}-B_{ijk}|$ is positive. It also satisfies $\delta\le d_3(W,B)$, which is `hle`. The previous theorem supplies a two-term sum $C$ with $d_3(W,C)<\delta\le d_3(W,B)$, contradicting the choice of $B$.

In exact arithmetic, every fit of the W state by two product terms can thus be improved. The theorem concerns this state and this number of terms; other three-party states may well have a best approximation.

```lean
#print axioms BestTruncation.rank_le_iff_productSum
-- 'BestTruncation.rank_le_iff_productSum' depends on axioms: [propext, Classical.choice, Quot.sound]
#print axioms BestTruncation.exists_best_truncation
-- 'BestTruncation.exists_best_truncation' depends on axioms: [propext, Classical.choice, Quot.sound]
#print axioms BestTruncation.exists_productSum_near_wState
-- 'BestTruncation.exists_productSum_near_wState' depends on axioms: [propext, Classical.choice, Quot.sound]
#print axioms BestTruncation.wState_no_best_approximation
-- 'BestTruncation.wState_no_best_approximation' depends on axioms: [propext, Classical.choice, Quot.sound]
```
